# The Hessler–Park–Burke energy relation for bounded Hamiltonians and finitely many densities

## Driven systems and their densities

Set \(\hbar=1\), and let the inner product be conjugate-linear in its first argument. A first system has state \(\psi(t)\), a fixed internal Hamiltonian \(H\), and finitely many density operators \(n_j\), for example the occupations of lattice sites. Real potentials \(v_j(t)\) couple to these densities:

\[
K(t)=H+\sum_j v_j(t)\,n_j,\qquad \psi'(t)=-iK(t)\psi(t).
\]

A second system has state \(\varphi(t)\), internal Hamiltonian \(H_s\), density operators \(m_j\) and potentials \(u_j(t)\). All of the operators \(H,H_s,n_j,m_j\) are Hermitian. In density functional theory the first system is the interacting one and the second is its non-interacting Kohn–Sham partner. The partner is chosen to have the same densities:

\[
\langle\psi,n_j\psi\rangle=\langle\varphi,m_j\varphi\rangle=\rho_j(t)\quad\text{for all } j \text{ and } t.
\]

For a real symmetric pair interaction \(w_{jk}\), the Hartree energy and potential are

\[
E_H=\tfrac12\sum_{j,k}w_{jk}\rho_j\rho_k,\qquad v_{H,j}=\sum_k w_{jk}\rho_k .
\]

The exchange-correlation potential \(v_{xc,j}\) is what remains of the Kohn–Sham potential: \(u_j=v_j+v_{H,j}+v_{xc,j}\).

## Two rates of energy change

The first result compares the internal energies:

\[
\frac{d}{dt}\bigl(\langle\psi,H\psi\rangle-\langle\varphi,H_s\varphi\rangle\bigr)=\sum_j(u_j-v_j)\,\rho_j'.
\]

The second subtracts the Hartree energy:

\[
\frac{d}{dt}\bigl(\langle\psi,H\psi\rangle-\langle\varphi,H_s\varphi\rangle-E_H\bigr)=\sum_j v_{xc,j}\,\rho_j'.
\]

Let both states have unit norm, let \(H\) be the kinetic energy plus the pair interaction described by \(w_{jk}\), and let \(H_s\) be the same kinetic energy alone. The last bracket is then the exchange-correlation energy, including its kinetic part. For lattice models with bounded operators, the relation therefore tests whether an exact exchange-correlation potential, found by inverting the density, is consistent with the computed energies.

In Lean these are `energy_difference_rate` and `hessler_park_burke`. The correspondence is as follows.

- `E` and `F` are the state spaces of the two systems. They may be different complex inner product spaces, and every finite-dimensional one is allowed.
- `E →L[ℂ] E` is the type of bounded operators, and `IsHermitianOp` says that such an operator can be moved across the inner product.
- `expect A ψ` is the real part of \(\langle\psi,A\psi\rangle\). For Hermitian \(A\) it is the usual expectation value when \(\psi\) has unit norm; no normalisation is assumed or divided out.
- `drivenH H n v t` is \(K(t)\), and `Evolves` is the Schrödinger equation at every real time.
- `h1` and `h2` say that both systems have the densities `ρ`.
- `hu` is the splitting of \(u_j\), needed only at the time where the rate is taken.

The density operators need not commute, and the potentials are not assumed continuous. Differentiable solutions are assumed, as is the existence of a partner system with matching densities, which is the representability question of time-dependent density functional theory. The familiar relation for electrons in continuous space has an integral over position and an unbounded kinetic energy; neither is covered here.

## From Ehrenfest's relation to the energy difference

Since the \(v_j\) are real and \(H,n_j\) are Hermitian, \(K(t)\) is Hermitian. For any fixed operator \(A\), the product rule gives

\[
\begin{aligned}
\frac{d}{dt}\langle\psi,A\psi\rangle
&=\langle -iK\psi,A\psi\rangle+\langle\psi,A(-iK\psi)\rangle\\
&=i\langle\psi,KA\psi\rangle-i\langle\psi,AK\psi\rangle
=\langle\psi,i[K,A]\psi\rangle .
\end{aligned}
\]

Taking \(A=n_j\) gives \(\rho_j'=\langle\psi,i[K,n_j]\psi\rangle\). Now take \(A=H\) and write \(H=K-\sum_j v_jn_j\). Because \([K,K]=0\),

\[
i[K,H]=-\sum_j v_j\,i[K,n_j],
\qquad
\frac{d}{dt}\langle\psi,H\psi\rangle=-\sum_j v_j\rho_j'.
\]

No derivative of \(v_j\) appears, since \(H\) itself does not depend on time. The same argument for the second system gives \(-\sum_j u_j\rho_j'\), with the same \(\rho_j'\). Subtracting the two balances gives the first result.

For the Hartree energy,

\[
E_H'=\tfrac12\sum_{j,k}w_{jk}(\rho_j'\rho_k+\rho_j\rho_k').
\]

Exchanging \(j\) and \(k\) in the second term and using \(w_{jk}=w_{kj}\) turns it into the first, so \(E_H'=\sum_j v_{H,j}\rho_j'\). Subtracting this leaves the coefficient \(u_j-v_j-v_{H,j}=v_{xc,j}\), which is the second result.

## Two different states with one density

Let \(a,b\) be orthonormal and let \(X_g=g(|b\rangle\langle a|+|a\rangle\langle b|)\). The state

\[
\psi_g(t)=\cos(gt)\,a-i\sin(gt)\,b
\]

satisfies

\[
\psi_g'=-g\sin(gt)\,a-ig\cos(gt)\,b=-iX_g\psi_g,
\]

and its occupation of \(a\) is \(\cos^2(gt)\). Reversing the sign of \(g\) never changes this occupation, but it does change the relative phase of the two components whenever both are non-zero, and the two states are then physically different.

Different potentials can be put in as well. With \(n=|a\rangle\langle a|\) and real constants \(c,d\), take \(H=X_g-cn\), \(v=c\) and \(H_s=X_{-g}-dn\), \(u=d\). The driven Hamiltonians are then \(X_g\) and \(X_{-g}\). Both hopping energies vanish in these states, so the energy difference is \((d-c)\cos^2(gt)\), whose rate is \((u-v)\rho'\). The theorem `rabi_evolves` covers the evolution and the occupation, while this choice of potentials is a calculation by hand.

## The Lean file

```lean
import Mathlib

noncomputable section

namespace HesslerParkBurke

variable {E F ι : Type*} [NormedAddCommGroup E] [InnerProductSpace ℂ E]
  [NormedAddCommGroup F] [InnerProductSpace ℂ F] [Fintype ι]

/-- A bounded operator is Hermitian if it can be moved across the inner product. -/
def IsHermitianOp (A : E →L[ℂ] E) : Prop :=
  ∀ x y, inner ℂ (A x) y = inner ℂ x (A y)

/-- The real part of the expectation value `⟨ψ, A ψ⟩`. -/
def expect (A : E →L[ℂ] E) (ψ : E) : ℝ := (inner ℂ ψ (A ψ)).re

/-- The Hamiltonian `H + ∑ j, v j t • n j` with potentials coupled to the densities. -/
def drivenH (H : E →L[ℂ] E) (n : ι → E →L[ℂ] E) (v : ι → ℝ → ℝ) (t : ℝ) : E →L[ℂ] E :=
  H + ∑ j, (v j t : ℂ) • n j

/-- The state `ψ` obeys the Schrödinger equation `ψ' = -i K(t) ψ` at all times. -/
def Evolves (K : ℝ → E →L[ℂ] E) (ψ : ℝ → E) : Prop :=
  ∀ t, HasDerivAt ψ ((-Complex.I) • K t (ψ t)) t

/-- Real potentials coupled to Hermitian densities keep the Hamiltonian Hermitian. -/
theorem drivenH_hermitian {H : E →L[ℂ] E} {n : ι → E →L[ℂ] E} (v : ι → ℝ → ℝ)
    (hH : IsHermitianOp H) (hn : ∀ j, IsHermitianOp (n j)) (t : ℝ) :
    IsHermitianOp (drivenH H n v t) := by
  intro x y
  have hn' : ∀ j, inner ℂ (n j x) y = inner ℂ x (n j y) := fun j => hn j x y
  simp only [drivenH, add_apply, sum_apply,
    smul_apply, inner_add_left, inner_add_right, sum_inner, inner_sum,
    inner_smul_left, inner_smul_right, Complex.conj_ofReal, hH x y, hn']

/-- Ehrenfest's relation: if `K t` is Hermitian, `expect A ψ` changes at time `t` at the rate given
by `expect` of `i[K t, A]`. -/
theorem ehrenfest {K : ℝ → E →L[ℂ] E} {ψ : ℝ → E} (hψ : Evolves K ψ) (A : E →L[ℂ] E)
    (t : ℝ) (hK : IsHermitianOp (K t)) :
    HasDerivAt (fun s => expect A (ψ s))
      (expect (Complex.I • (K t * A - A * K t)) (ψ t)) t := by
  have hA : HasDerivAt (fun s => A (ψ s)) (A ((-Complex.I) • K t (ψ t))) t :=
    (A.restrictScalars ℝ).hasFDerivAt.comp_hasDerivAt t (hψ t)
  have h : HasDerivAt (fun s => expect A (ψ s))
      (inner ℂ (ψ t) (A ((-Complex.I) • K t (ψ t)))
        + inner ℂ ((-Complex.I) • K t (ψ t)) (A (ψ t))).re t :=
    Complex.reCLM.hasFDerivAt.comp_hasDerivAt t ((hψ t).inner ℂ hA)
  refine h.congr_deriv ?_
  change _ = (inner ℂ (ψ t) (Complex.I • (K t (A (ψ t)) - A (K t (ψ t))))).re
  have hK' := hK (ψ t) (A (ψ t))
  simp only [map_smul, inner_smul_left, inner_smul_right, inner_sub_right, hK', map_neg,
    Complex.conj_I]
  congr 1
  ring

/-- For `K = H + ∑ j, c j • n j`, the mean of `i[K, H]` is minus the sum of the means of
`i[K, n j]` weighted by `c j`. -/
theorem expect_commutator {K H : E →L[ℂ] E} {n : ι → E →L[ℂ] E} {c : ι → ℝ}
    (hK : K = H + ∑ j, (c j : ℂ) • n j) (x : E) :
    expect (Complex.I • (K * H - H * K)) x
      = -∑ j, c j * expect (Complex.I • (K * n j - n j * K)) x := by
  have hS : ∑ j, (c j : ℂ) • (Complex.I • (K * n j - n j * K))
      = Complex.I • (K * (∑ j, (c j : ℂ) • n j) - (∑ j, (c j : ℂ) • n j) * K) := by
    rw [Finset.mul_sum, Finset.sum_mul, ← Finset.sum_sub_distrib, Finset.smul_sum]
    refine Finset.sum_congr rfl fun j _ => ?_
    rw [mul_smul_comm, smul_mul_assoc, ← smul_sub, smul_comm]
  -- `K` commutes with itself, so the two commutators cancel
  have hop : Complex.I • (K * H - H * K)
      = -∑ j, (c j : ℂ) • (Complex.I • (K * n j - n j * K)) := by
    rw [hS, eq_sub_of_add_eq hK.symm, ← smul_neg]
    congr 1
    noncomm_ring
  have hlin : ∀ B : ι → E →L[ℂ] E,
      expect (-∑ j, (c j : ℂ) • B j) x = -∑ j, c j * expect (B j) x := by
    intro B
    have hB : (-∑ j, (c j : ℂ) • B j) x = -∑ j, (c j : ℂ) • B j x := by
      simp [sum_apply]
    simp only [expect, hB, inner_neg_right, inner_sum, inner_smul_right, Complex.neg_re,
      Complex.re_sum, Complex.re_ofReal_mul]
  rw [hop, hlin]

/-- The internal energy `⟨H⟩` changes at the rate `-∑ j, v j * ρ j'`. -/
theorem energy_balance {H : E →L[ℂ] E} {n : ι → E →L[ℂ] E} {v : ι → ℝ → ℝ} {ψ : ℝ → E}
    (hH : IsHermitianOp H) (hn : ∀ j, IsHermitianOp (n j))
    (hψ : Evolves (drivenH H n v) ψ) (t : ℝ) :
    HasDerivAt (fun s => expect H (ψ s))
      (-∑ j, v j t * deriv (fun s => expect (n j) (ψ s)) t) t := by
  have hK := drivenH_hermitian v hH hn t
  refine (ehrenfest hψ H t hK).congr_deriv ?_
  have hd := fun j => (ehrenfest hψ (n j) t hK).deriv
  simp only [hd]
  exact expect_commutator rfl (ψ t)

/-- Two systems with the same densities at all times: the difference of their internal
energies changes at the rate `∑ j, (u j - v j) * ρ j'`. -/
theorem energy_difference_rate {H : E →L[ℂ] E} {n : ι → E →L[ℂ] E} {Hs : F →L[ℂ] F}
    {m : ι → F →L[ℂ] F} {v u ρ : ι → ℝ → ℝ} {ψ : ℝ → E} {φ : ℝ → F}
    (hH : IsHermitianOp H) (hn : ∀ j, IsHermitianOp (n j))
    (hHs : IsHermitianOp Hs) (hm : ∀ j, IsHermitianOp (m j))
    (hψ : Evolves (drivenH H n v) ψ) (hφ : Evolves (drivenH Hs m u) φ)
    (h1 : ∀ j t, expect (n j) (ψ t) = ρ j t) (h2 : ∀ j t, expect (m j) (φ t) = ρ j t)
    (t : ℝ) :
    HasDerivAt (fun s => expect H (ψ s) - expect Hs (φ s))
      (∑ j, (u j t - v j t) * deriv (ρ j) t) t := by
  refine ((energy_balance hH hn hψ t).fun_sub (energy_balance hHs hm hφ t)).congr_deriv ?_
  have e1 : ∀ j, (fun s => expect (n j) (ψ s)) = ρ j := fun j => funext (h1 j)
  have e2 : ∀ j, (fun s => expect (m j) (φ s)) = ρ j := fun j => funext (h2 j)
  have d1 := fun j => congrArg (fun f => deriv f t) (e1 j)
  have d2 := fun j => congrArg (fun f => deriv f t) (e2 j)
  simp only [d1, d2, sub_mul, Finset.sum_sub_distrib]
  ring

/-- The Hartree energy `½ ∑ j k, w j k * r j * r k` of a density `r`. -/
def hartreeEnergy (w : ι → ι → ℝ) (r : ι → ℝ) : ℝ :=
  (1 / 2) * ∑ j, ∑ k, w j k * (r j * r k)

/-- For a symmetric interaction the Hartree energy changes at the rate given by the Hartree
potential `∑ k, w j k * ρ k` times `ρ j'`, summed over `j`. -/
theorem hartree_rate {w : ι → ι → ℝ} (hw : ∀ j k, w j k = w k j) {ρ : ι → ℝ → ℝ}
    {r' : ι → ℝ} {t : ℝ} (hr : ∀ j, HasDerivAt (ρ j) (r' j) t) :
    HasDerivAt (fun s => hartreeEnergy w (fun j => ρ j s))
      (∑ j, (∑ k, w j k * ρ k t) * r' j) t := by
  have h : HasDerivAt (fun s => hartreeEnergy w (fun j => ρ j s))
      ((1 / 2) * ∑ j, ∑ k, w j k * (r' j * ρ k t + ρ j t * r' k)) t := by
    unfold hartreeEnergy
    exact (HasDerivAt.fun_sum fun j _ => HasDerivAt.fun_sum fun k _ =>
      ((hr j).fun_mul (hr k)).const_mul (w j k)).const_mul (1 / 2)
  refine h.congr_deriv ?_
  -- the two halves agree after exchanging the summation indices
  have hs : ∑ j, ∑ k, w j k * (ρ j t * r' k) = ∑ j, ∑ k, w j k * (r' j * ρ k t) := by
    rw [Finset.sum_comm]
    refine Finset.sum_congr rfl fun j _ => Finset.sum_congr rfl fun k _ => ?_
    rw [hw k j]
    ring
  have hc : ∑ j, (∑ k, w j k * ρ k t) * r' j = ∑ j, ∑ k, w j k * (r' j * ρ k t) := by
    refine Finset.sum_congr rfl fun j _ => ?_
    rw [Finset.sum_mul]
    exact Finset.sum_congr rfl fun k _ => by ring
  rw [hc]
  simp only [mul_add, Finset.sum_add_distrib, hs]
  ring

/-- The Hessler-Park-Burke relation: with `u = v + v_H + v_xc`, the energy difference less the
Hartree energy changes at the rate `∑ j, v_xc j * ρ j'`. -/
theorem hessler_park_burke {H : E →L[ℂ] E} {n : ι → E →L[ℂ] E} {Hs : F →L[ℂ] F}
    {m : ι → F →L[ℂ] F} {v u vxc ρ : ι → ℝ → ℝ} {ψ : ℝ → E} {φ : ℝ → F}
    {w : ι → ι → ℝ} (hw : ∀ j k, w j k = w k j)
    (hH : IsHermitianOp H) (hn : ∀ j, IsHermitianOp (n j))
    (hHs : IsHermitianOp Hs) (hm : ∀ j, IsHermitianOp (m j))
    (hψ : Evolves (drivenH H n v) ψ) (hφ : Evolves (drivenH Hs m u) φ)
    (h1 : ∀ j t, expect (n j) (ψ t) = ρ j t) (h2 : ∀ j t, expect (m j) (φ t) = ρ j t)
    (t : ℝ) (hu : ∀ j, u j t = v j t + ∑ k, w j k * ρ k t + vxc j t) :
    HasDerivAt (fun s => expect H (ψ s) - expect Hs (φ s) - hartreeEnergy w (fun j => ρ j s))
      (∑ j, vxc j t * deriv (ρ j) t) t := by
  have hr : ∀ j, HasDerivAt (ρ j) (deriv (ρ j) t) t := by
    intro j
    have h := (ehrenfest hψ (n j) t (drivenH_hermitian v hH hn t)).differentiableAt
    rw [show (fun s => expect (n j) (ψ s)) = ρ j from funext (h1 j)] at h
    exact h.hasDerivAt
  refine ((energy_difference_rate hH hn hHs hm hψ hφ h1 h2 t).fun_sub
    (hartree_rate hw hr)).congr_deriv ?_
  rw [← Finset.sum_sub_distrib]
  refine Finset.sum_congr rfl fun j _ => ?_
  rw [hu j]
  ring

/-- The occupation operator `|a⟩⟨a|`. -/
def proj (a : E) : E →L[ℂ] E := (innerSL ℂ a).smulRight a

/-- The hopping operator `g (|b⟩⟨a| + |a⟩⟨b|)`. -/
def hop (a b : E) (g : ℝ) : E →L[ℂ] E :=
  (g : ℂ) • ((innerSL ℂ a).smulRight b + (innerSL ℂ b).smulRight a)

/-- The oscillating state `cos(g t) a - i sin(g t) b`. -/
def rabi (a b : E) (g t : ℝ) : E :=
  (Real.cos (g * t) : ℂ) • a - (Complex.I * (Real.sin (g * t) : ℂ)) • b

/-- For orthonormal `a` and `b`, the oscillating state evolves under the hopping operator, and
its occupation of `a` is `cos²(g t)`. -/
theorem rabi_evolves {a b : E} (ha : inner ℂ a a = (1 : ℂ)) (hb : inner ℂ b b = (1 : ℂ))
    (hab : inner ℂ a b = (0 : ℂ)) (g : ℝ) :
    Evolves (fun _ => hop a b g) (rabi a b g) ∧
      ∀ t, expect (proj a) (rabi a b g t) = Real.cos (g * t) ^ 2 := by
  have hba : inner ℂ b a = (0 : ℂ) := by rw [← inner_conj_symm, hab, map_zero]
  have i1 : ∀ t, inner ℂ a (rabi a b g t) = (Real.cos (g * t) : ℂ) := fun t => by
    simp only [rabi, inner_sub_right, inner_smul_right, ha, hab, mul_one, mul_zero, sub_zero]
  have i2 : ∀ t, inner ℂ b (rabi a b g t) = -(Complex.I * (Real.sin (g * t) : ℂ)) :=
    fun t => by
      simp only [rabi, inner_sub_right, inner_smul_right, hb, hba, mul_one, mul_zero, zero_sub]
  constructor
  · intro t
    have hl : HasDerivAt (fun s : ℝ => g * s) g t := by
      simpa using (hasDerivAt_id t).const_mul g
    refine ((hl.cos.ofReal_comp.smul_const a).fun_sub
      ((hl.sin.ofReal_comp.const_mul Complex.I).smul_const b)).congr_deriv ?_
    change _ = (-Complex.I) • ((g : ℂ) • (inner ℂ a (rabi a b g t) • b
      + inner ℂ b (rabi a b g t) • a))
    rw [i1, i2]
    simp only [Complex.ofReal_mul, Complex.ofReal_neg]
    generalize Real.sin (g * t) = s
    generalize Real.cos (g * t) = c
    match_scalars
    · linear_combination (-(g : ℂ) * (s : ℂ)) * Complex.I_mul_I
    · ring
  · intro t
    change (inner ℂ (rabi a b g t) (inner ℂ a (rabi a b g t) • a)).re = _
    rw [inner_smul_right, ← inner_conj_symm (rabi a b g t) a, i1, Complex.conj_ofReal,
      ← Complex.ofReal_mul, Complex.ofReal_re]
    ring

end HesslerParkBurke
```

```lean
#print axioms HesslerParkBurke.hessler_park_burke
-- 'HesslerParkBurke.hessler_park_burke' depends on axioms: [propext, Classical.choice, Quot.sound]
#print axioms HesslerParkBurke.rabi_evolves
-- 'HesslerParkBurke.rabi_evolves' depends on axioms: [propext, Classical.choice, Quot.sound]
```

## How the proof follows the calculation

`drivenH_hermitian` expands the inner products and moves each operator across; complex conjugation leaves the real potentials unchanged.

In `ehrenfest`, `hA` differentiates \(A\psi\), and `h` applies the product rule to the inner product and takes its real part. The step `congr_deriv` then replaces the derivative found by the one claimed. What is left is the equality of the two expressions, settled by the Hermiticity of \(K\), the conjugate of \(i\), and `ring`.

`expect_commutator` contains the algebra behind the energy balance. It works with constants `c j`, the potentials at one instant. The equation `hS` collects the weighted commutators into one, `noncomm_ring` carries out the cancellation from \([K,K]=0\) without reordering operators, and `hlin` takes the expectation value through the sum. `energy_balance` combines this with Ehrenfest's relation for \(H\) and for every \(n_j\).

`energy_difference_rate` subtracts two such balances. The equalities `e1` and `e2` identify the density functions of both systems with `ρ j`, so their derivatives agree too.

In `hartree_rate`, `Finset.sum_comm` exchanges the summation indices and `hw` supplies the symmetry. `hessler_park_burke` first obtains the differentiability of each density from `ehrenfest`, so it need not be assumed. It then subtracts the Hartree rate and substitutes `hu` term by term.

For `rabi_evolves`, the inner products of the state with \(a\) and \(b\) are computed first. After differentiation, `match_scalars` compares the coefficients of the two vectors, and \(i^2=-1\) settles the coefficient of \(a\).

## An energy balance over a time interval

The relation could also be modelled as an equality between the change of the energy difference over \([t_0,t_1]\) and \(\int_{t_0}^{t_1}\sum_j(u_j-v_j)\rho_j'\,dt\). That version could admit potentials switched suddenly at isolated times, where the state is continuous but generally has no derivative, so that `Evolves` fails. It would need a weaker form of the Schrödinger equation and an integrability condition, and would give the accumulated energy change in place of a rate at each instant.
